# Exactly |det M| primitive k-points fold onto each k-point of a two-dimensional supercell

Take a two-dimensional crystal with primitive vectors e₀ and e₁, and build the supercell with vectors e₀ + e₁ and 2e₁. A primitive k-point with fractional coordinates (x, y) in [0,1)² folds onto supercell Γ when its Bloch phase is 1 along both supercell vectors:

x + y ∈ ℤ and 2y ∈ ℤ.

The second condition gives y = 0 or y = 1/2. The first then fixes x = 0 or x = 1/2 respectively. Two points fold onto Γ, (0, 0) and (1/2, 1/2), and the supercell has twice the primitive area. The e₁ component of the first supercell vector moves the second point away from x = 0 but doesn't change the count.

## The count for a general supercell

Let M be an integer 2×2 matrix whose row i holds supercell vector i in the primitive basis, with rows and columns numbered 0 and 1. Let θ = (θ₀, θ₁) be a supercell k-point in fractional coordinates of the supercell reciprocal basis. The point k = (x, y) folds onto θ when, for i = 0 and 1,

Mᵢ₀ x + Mᵢ₁ y ∈ θᵢ + ℤ.

If det M ≠ 0, exactly |det M| points of [0,1)² do so. The condition det M ≠ 0 says that the two supercell vectors are linearly independent, so that they span a cell of non-zero area.

## Use in a code

The full spectrum of a supercell run at θ can be compared with primitive-cell results by listing all the primitive k-points in [0,1)² that fold onto θ. For non-interacting electrons in a perfectly repeated two-dimensional crystal, these are the k-points whose primitive-cell states make up the supercell spectrum at θ. A list whose length differs from |det M| has missing, duplicate or wrong entries.

## Derivation

**One dimension.** Let n > 0 be an integer and t a real offset. Suppose nx = t + m with m an integer and x in [0,1). Write m = nq + j with 0 ≤ j < n. Then

x = (t + j)/n + q,

so x is the fractional part of (t + j)/n. Conversely, each such fractional part solves the condition, because removing an integer from (t + j)/n changes nx by a multiple of n. If labels i and j give the same point, (i − j)/n is an integer. Since |i − j| < n, it is zero. There are exactly n solutions.

**Triangular matrix.** Let M have rows (a, b) and (0, c), with a, c > 0. The conditions are

cy ∈ θ₁ + ℤ,

ax ∈ (θ₀ − by) + ℤ.

The first has c solutions y. For each of them the second is a one-dimensional problem with a shifted offset and has a solutions x. The total is ac.

**Change of supercell basis.** Let U be an integer matrix with det U = ±1. If Mk − θ is an integer vector, so is UMk − Uθ. The inverse of U is also an integer matrix, so the converse holds. Thus (UM, Uθ) and (M, θ) select the same k-points.

**Reduction to triangular form.** Let M have rows (p, q) and (r, s) with det M ≠ 0, and let g = gcd(p, r) = pu + rv with integers u and v. Write p = gp′, r = gr′ and d = p′s − r′q. Then det M = gd, so g and d are both non-zero, and dividing the Bézout identity by g gives up′ + vr′ = 1. Let σ = ±1 be the sign of d, and let U have rows (u, v) and (−σr′, σp′). Then det U = σ, and UM has rows

(g, uq + vs) and (0, |d|).

The triangular count is g|d| = |det M|.

## A sheared cell at θ = (1/2, 0)

Let M have rows (2, 1) and (1, 2), so det M = 3. With u = 0 and v = 1, U has rows (0, 1) and (−1, 2). Then UM has rows (1, 2) and (0, 3), and Uθ = (0, −1/2). The conditions become

3y ∈ −1/2 + ℤ and x + 2y ∈ ℤ.

They give y = 1/6, 1/2, 5/6 and the three points (2/3, 1/6), (0, 1/2) and (1/3, 5/6). In the original equations, 2x + y is 3/2, 1/2, 3/2 and x + 2y is 1, 1, 2, as required.

## The Lean file

```lean
import Mathlib

open Set

namespace SupercellFolding

noncomputable section

/-- The primitive-cell k-point `k` (fractional coordinates) folds onto the supercell k-point `θ`:
the components of `M k` and `θ` differ by integers. The rows of `M` are the supercell vectors
in the primitive basis. -/
def Folds (M : Matrix (Fin 2) (Fin 2) ℤ) (θ : Fin 2 → ℝ) (k : ℝ × ℝ) : Prop :=
  ∀ i, ∃ m : ℤ, (M i 0 : ℝ) * k.1 + (M i 1 : ℝ) * k.2 = θ i + m

/-- The k-points of the primitive reciprocal cell `[0,1)²` that fold onto `θ`. -/
def foldingPoints (M : Matrix (Fin 2) (Fin 2) ℤ) (θ : Fin 2 → ℝ) : Set (ℝ × ℝ) :=
  {k | k.1 ∈ Ico (0 : ℝ) 1 ∧ k.2 ∈ Ico (0 : ℝ) 1 ∧ Folds M θ k}

/-- The `j`-th point of the one-dimensional `n`-point grid with offset `t`, brought back
into `[0,1)`; here `n` is positive because `j < n`. -/
def gridPoint (n : ℕ) (t : ℝ) (j : Fin n) : ℝ :=
  Int.fract ((t + ((j : ℕ) : ℝ)) / n)

/-- Folding means equal Bloch phases: `k` folds onto `θ` exactly when the phase of `k` along each
supercell vector is the phase prescribed by `θ`. -/
theorem folds_iff_bloch_phase (M : Matrix (Fin 2) (Fin 2) ℤ) (θ : Fin 2 → ℝ) (k : ℝ × ℝ) :
    Folds M θ k ↔ ∀ i,
      Complex.exp (2 * Real.pi * Complex.I *
        (((M i 0 : ℝ) * k.1 + (M i 1 : ℝ) * k.2 : ℝ) : ℂ)) =
      Complex.exp (2 * Real.pi * Complex.I * ((θ i : ℝ) : ℂ)) := by
  unfold Folds
  refine forall_congr' fun i => ?_
  rw [Complex.exp_eq_exp_iff_exists_int]
  refine exists_congr fun m => ?_
  constructor
  · intro h
    rw [h]
    push_cast
    ring
  · intro h
    have h2 : (((M i 0 : ℝ) * k.1 + (M i 1 : ℝ) * k.2 : ℝ) : ℂ) = ((θ i + m : ℝ) : ℂ) :=
      mul_left_cancel₀ Complex.two_pi_I_ne_zero (by rw [h]; push_cast; ring)
    exact Complex.ofReal_injective h2

/-- Different labels give different points of the one-dimensional grid. -/
theorem gridPoint_injective (n : ℕ) (t : ℝ) : Function.Injective (gridPoint n t) := by
  intro i j h
  have hn : (n : ℝ) ≠ 0 := by
    have : 0 < n := lt_of_le_of_lt (Nat.zero_le _) i.2
    positivity
  obtain ⟨z, hz⟩ := Int.fract_eq_fract.1 h
  rw [← sub_div, div_eq_iff hn] at hz
  have e : (((i : ℕ) : ℝ)) - ((j : ℕ) : ℝ) = n * z := by linarith
  have e' : (((i : ℕ) : ℤ)) - ((j : ℕ) : ℤ) = n * z := by exact_mod_cast e
  have hi : ((i : ℕ) : ℤ) < n := by exact_mod_cast i.2
  have hj : ((j : ℕ) : ℤ) < n := by exact_mod_cast j.2
  -- two labels below `n` cannot differ by a non-zero multiple of `n`
  have z1 : z < 1 := by
    by_contra hh
    have : 1 ≤ z := not_lt.1 hh
    nlinarith
  have z2 : -1 < z := by
    by_contra hh
    have : z ≤ -1 := not_lt.1 hh
    nlinarith
  have z0 : z = 0 := by omega
  rw [z0, mul_zero] at e'
  exact Fin.ext (by omega)

/-- For `n > 0`, the grid points are exactly the `x` in `[0,1)` for which `n x` equals the
offset `t` up to an integer. -/
theorem exists_gridPoint_iff (n : ℕ) (hn : 0 < n) (t x : ℝ) :
    (∃ j, gridPoint n t j = x) ↔ x ∈ Ico (0 : ℝ) 1 ∧ ∃ m : ℤ, (n : ℝ) * x = t + m := by
  have hn' : (n : ℝ) ≠ 0 := by positivity
  simp only [gridPoint]
  constructor
  · rintro ⟨j, rfl⟩
    refine ⟨⟨Int.fract_nonneg _, Int.fract_lt_one _⟩,
      ((j : ℕ) : ℤ) - n * ⌊(t + ((j : ℕ) : ℝ)) / n⌋, ?_⟩
    have hd : (n : ℝ) * ((t + ((j : ℕ) : ℝ)) / n) = t + ((j : ℕ) : ℝ) := by field_simp
    rw [← Int.self_sub_floor]
    push_cast
    linear_combination hd
  · rintro ⟨⟨h0, h1⟩, m, hm⟩
    -- the label is the remainder of `m` modulo `n`
    have hpos : (0 : ℤ) < n := by exact_mod_cast hn
    have hl := Int.emod_lt_of_pos m hpos
    obtain ⟨j, hj⟩ := Int.eq_ofNat_of_zero_le (Int.emod_nonneg m hpos.ne')
    rw [hj] at hl
    have hjn : j < n := by exact_mod_cast hl
    obtain ⟨q, hq⟩ : ∃ q : ℤ, m - n * q = j := ⟨m / n, by rw [← Int.emod_def]; exact hj⟩
    have hqR : (m : ℝ) - n * q = j := by exact_mod_cast hq
    refine ⟨⟨j, hjn⟩, Int.fract_eq_iff.2 ⟨h0, h1, -q, ?_⟩⟩
    show (t + (j : ℝ)) / n - x = ((-q : ℤ) : ℝ)
    rw [sub_eq_iff_eq_add, div_eq_iff hn']
    push_cast
    linear_combination -hm - hqR

/-- For a triangular supercell matrix the folding conditions read `a x + b y = θ₀` and
`c y = θ₁`, both up to integers. -/
theorem folds_triangular (a c : ℕ) (b : ℤ) (θ : Fin 2 → ℝ) (x y : ℝ) :
    Folds !![(a : ℤ), b; 0, (c : ℤ)] θ (x, y) ↔
      (∃ m : ℤ, (a : ℝ) * x + b * y = θ 0 + m) ∧ ∃ n : ℤ, (c : ℝ) * y = θ 1 + n := by
  simp [Folds, Fin.forall_fin_two]

/-- For a triangular supercell matrix with diagonal entries `a, c > 0`, exactly `a c` primitive
k-points in `[0,1)²` fold onto any given supercell k-point. -/
theorem encard_triangular (a c : ℕ) (b : ℤ) (ha : 0 < a) (hc : 0 < c) (θ : Fin 2 → ℝ) :
    (foldingPoints !![(a : ℤ), b; 0, (c : ℤ)] θ).encard = ((a * c : ℕ) : ℕ∞) := by
  -- solve for `y` first, then for `x` on a grid whose offset depends on `y`
  let f : Fin a × Fin c → ℝ × ℝ := fun q =>
    (gridPoint a (θ 0 - b * gridPoint c (θ 1) q.2) q.1, gridPoint c (θ 1) q.2)
  have hf : Function.Injective f := by
    rintro ⟨i, j⟩ ⟨i', j'⟩ h
    simp only [f, Prod.mk.injEq] at h
    obtain ⟨h1, h2⟩ := h
    have hj := gridPoint_injective c _ h2
    subst hj
    have hi := gridPoint_injective a _ h1
    subst hi
    rfl
  have hS : foldingPoints !![(a : ℤ), b; 0, (c : ℤ)] θ = Set.range f := by
    ext ⟨x, y⟩
    constructor
    · rintro ⟨hx, hy, h⟩
      obtain ⟨⟨m, hm⟩, hn⟩ := (folds_triangular a c b θ x y).1 h
      obtain ⟨j, hj⟩ := (exists_gridPoint_iff c hc (θ 1) y).2 ⟨hy, hn⟩
      obtain ⟨i, hi⟩ := (exists_gridPoint_iff a ha (θ 0 - b * y) x).2
        ⟨hx, m, by linarith⟩
      exact ⟨(i, j), by simp only [f, hj, hi]⟩
    · rintro ⟨⟨i, j⟩, h⟩
      simp only [f, Prod.mk.injEq] at h
      obtain ⟨h1, h2⟩ := h
      rw [h2] at h1
      obtain ⟨hy, hn⟩ := (exists_gridPoint_iff c hc (θ 1) y).1 ⟨j, h2⟩
      obtain ⟨hx, m, hm⟩ := (exists_gridPoint_iff a ha (θ 0 - b * y) x).1 ⟨i, h1⟩
      exact ⟨hx, hy, (folds_triangular a c b θ x y).2 ⟨⟨m, by linarith⟩, hn⟩⟩
  rw [hS, ← Set.image_univ, hf.encard_image, Set.encard_univ, ENat.card_eq_coe_fintype_card]
  simp

/-- Another basis of the same supercell lattice, given by an integer matrix `U` of determinant
`±1`, selects the same primitive k-points once `θ` is transformed by `U`. -/
theorem foldingPoints_basis_change (U M : Matrix (Fin 2) (Fin 2) ℤ) (hU : IsUnit U.det)
    (θ : Fin 2 → ℝ) :
    foldingPoints (U * M) (fun i => (U i 0 : ℝ) * θ 0 + (U i 1 : ℝ) * θ 1) =
      foldingPoints M θ := by
  have sq : ∀ d : ℤ, IsUnit d → d * d = 1 := by
    intro d hd
    rcases Int.isUnit_iff.1 hd with rfl | rfl <;> norm_num
  have hD := sq _ hU
  rw [Matrix.det_fin_two] at hD
  have hR : ((U 0 0 : ℝ) * U 1 1 - U 0 1 * U 1 0) * ((U 0 0 : ℝ) * U 1 1 - U 0 1 * U 1 0) = 1 := by
    exact_mod_cast hD
  ext ⟨x, y⟩
  simp only [foldingPoints, Set.mem_ofPred_eq, Folds, Fin.forall_fin_two, Matrix.mul_apply,
    Fin.sum_univ_two, Int.cast_add, Int.cast_mul]
  refine and_congr_right fun _ => and_congr_right fun _ => ⟨?_, ?_⟩
  · -- invert `U` over the integers
    rintro ⟨⟨m, hm⟩, n, hn⟩
    refine ⟨⟨(U 0 0 * U 1 1 - U 0 1 * U 1 0) * (U 1 1 * m - U 0 1 * n), ?_⟩,
      (U 0 0 * U 1 1 - U 0 1 * U 1 0) * (U 0 0 * n - U 1 0 * m), ?_⟩
    · push_cast
      linear_combination ((U 0 0 : ℝ) * U 1 1 - U 0 1 * U 1 0) * (U 1 1 * hm - U 0 1 * hn)
        - ((M 0 0 : ℝ) * x + M 0 1 * y - θ 0) * hR
    · push_cast
      linear_combination ((U 0 0 : ℝ) * U 1 1 - U 0 1 * U 1 0) * (U 0 0 * hn - U 1 0 * hm)
        - ((M 1 0 : ℝ) * x + M 1 1 * y - θ 1) * hR
  · rintro ⟨⟨m, hm⟩, n, hn⟩
    refine ⟨⟨U 0 0 * m + U 0 1 * n, ?_⟩, U 1 0 * m + U 1 1 * n, ?_⟩
    · push_cast
      linear_combination (U 0 0 : ℝ) * hm + (U 0 1 : ℝ) * hn
    · push_cast
      linear_combination (U 1 0 : ℝ) * hm + (U 1 1 : ℝ) * hn

/-- For any integer supercell matrix `M` with non-zero determinant, exactly `|det M|` primitive
k-points in `[0,1)²` fold onto each supercell k-point `θ`. -/
theorem encard_foldingPoints (M : Matrix (Fin 2) (Fin 2) ℤ) (hM : M.det ≠ 0) (θ : Fin 2 → ℝ) :
    (foldingPoints M θ).encard = (M.det.natAbs : ℕ∞) := by
  obtain ⟨p, q, r, s, rfl⟩ : ∃ p q r s, M = !![p, q; r, s] :=
    ⟨_, _, _, _, Matrix.eta_fin_two M⟩
  rw [Matrix.det_fin_two_of] at hM ⊢
  -- Bézout coefficients of the first column
  obtain ⟨g, u, v, p', r', hb, hp, hr⟩ : ∃ (g : ℕ) (u v p' r' : ℤ),
      (g : ℤ) = p * u + r * v ∧ p = g * p' ∧ r = g * r' := by
    obtain ⟨p', hp⟩ : (Int.gcd p r : ℤ) ∣ p := Int.gcd_dvd_left ..
    obtain ⟨r', hr⟩ : (Int.gcd p r : ℤ) ∣ r := Int.gcd_dvd_right ..
    exact ⟨Int.gcd p r, _, _, p', r', Int.gcd_eq_gcd_ab p r, hp, hr⟩
  have hdet : p * s - q * r = g * (p' * s - r' * q) := by rw [hp, hr]; ring
  have hg : g ≠ 0 := by
    intro h0
    apply hM
    rw [hdet, h0, Nat.cast_zero, zero_mul]
  have he : p' * s - r' * q ≠ 0 := by
    intro h0
    apply hM
    rw [hdet, h0, mul_zero]
  have h1 : u * p' + v * r' = 1 :=
    mul_left_cancel₀ (by exact_mod_cast hg : (g : ℤ) ≠ 0)
      (by linear_combination -hb - u * hp - v * hr)
  -- a sign makes the second diagonal entry positive
  have sgn : ∀ e : ℤ, ∃ σ : ℤ, IsUnit σ ∧ σ * e = (e.natAbs : ℤ) := by
    intro e
    rcases Int.natAbs_eq e with h | h
    · exact ⟨1, isUnit_one, by omega⟩
    · exact ⟨-1, isUnit_one.neg, by omega⟩
  obtain ⟨σ, hσ, hσe⟩ := sgn (p' * s - r' * q)
  have hU : IsUnit (!![u, v; -(σ * r'), σ * p'] : Matrix (Fin 2) (Fin 2) ℤ).det := by
    have : u * (σ * p') - v * -(σ * r') = σ := by linear_combination σ * h1
    rw [Matrix.det_fin_two_of, this]
    exact hσ
  have hUM : !![u, v; -(σ * r'), σ * p'] * !![p, q; r, s] =
      !![(g : ℤ), u * q + v * s; 0, ((p' * s - r' * q).natAbs : ℤ)] := by
    have e1 : u * p + v * r = g := by linear_combination -hb
    have e3 : -(σ * r') * p + σ * p' * r = 0 := by rw [hp, hr]; ring
    have e4 : -(σ * r') * q + σ * p' * s = ((p' * s - r' * q).natAbs : ℤ) := by
      linear_combination hσe
    rw [Matrix.mul_fin_two, e1, e3, e4]
  rw [← foldingPoints_basis_change _ _ hU θ, hUM,
    encard_triangular _ _ _ (Nat.pos_of_ne_zero hg) (Int.natAbs_pos.2 he),
    hdet, Int.natAbs_mul, Int.natAbs_natCast]

/-- For integers `a, c > 0` and `b`, exactly `a c` points `(x, y)` of `[0,1)²` make both `a x + b y`
and `c y` integers. -/
theorem encard_gamma (a c : ℕ) (b : ℤ) (ha : 0 < a) (hc : 0 < c) :
    {k : ℝ × ℝ | k.1 ∈ Ico (0 : ℝ) 1 ∧ k.2 ∈ Ico (0 : ℝ) 1 ∧
      (∃ m : ℤ, (a : ℝ) * k.1 + b * k.2 = m) ∧ ∃ n : ℤ, (c : ℝ) * k.2 = n}.encard =
      ((a * c : ℕ) : ℕ∞) := by
  rw [← encard_triangular a c b ha hc 0]
  congr 1
  ext ⟨x, y⟩
  simp only [foldingPoints, Set.mem_ofPred_eq, folds_triangular, Pi.zero_apply, zero_add]

end

end SupercellFolding
```

```lean
#print axioms SupercellFolding.folds_iff_bloch_phase
-- 'SupercellFolding.folds_iff_bloch_phase' depends on axioms: [propext, Classical.choice, Quot.sound]
#print axioms SupercellFolding.encard_foldingPoints
-- 'SupercellFolding.encard_foldingPoints' depends on axioms: [propext, Classical.choice, Quot.sound]
#print axioms SupercellFolding.encard_gamma
-- 'SupercellFolding.encard_gamma' depends on axioms: [propext, Classical.choice, Quot.sound]
```

## What the theorems say, and how they are proved

`Folds M θ k` is the folding condition, with `k.1` and `k.2` for x and y. `folds_iff_bloch_phase` shows that it means equal Bloch phases along both supercell vectors, using the fact that complex exponentials agree exactly when their exponents differ by an integer multiple of 2πi. `foldingPoints M θ` collects the solutions in [0,1)². Its size is measured by `encard`, which keeps an infinite set distinct from an empty one.

`gridPoint_injective` and `exists_gridPoint_iff` are the one-dimensional step; the label j is the remainder of m modulo n. In `encard_triangular`, the map `f` sends a pair of labels to a k-point, and the proof shows that `f` is injective with the folding set as its range. `foldingPoints_basis_change` inverts U over the integers using (det U)² = 1, with `linear_combination` checking the algebra. `encard_foldingPoints` carries out the Bézout reduction for every nonsingular M and every real θ, and `M.det.natAbs` gives the right count when the determinant is negative, that is, when the supercell vectors have the opposite handedness to the primitive ones. `encard_gamma` is the triangular case at θ = 0, written as explicit integrality conditions.

The rows of M are supercell vectors; a code that stores them as columns must transpose first, or it will get the right count with possibly the wrong points. The theorems concern two dimensions and real coordinates, so rounding near the cell boundary is left to the implementation. They count k-points without symmetry reduction, and say nothing about energies, occupations or unfolding weights.
